# The Bloch equation is equivalent to decoupling when the model projector commutes with \(H_0\)

The Hamiltonian is \(H=H_0+V\), with \(H_0\) unperturbed and \(V\) the perturbation. \(P\) projects onto the model space, and the wave operator \(W\) sends model-space vectors to vectors of the full space. Decoupling means \(HW=WHW\), so that \(H\) maps the range of \(W\) into itself. Throughout, \(W\) obeys \(WP=W\) and the intermediate normalisation \(PW=P\).

```lean
import Mathlib

open PowerSeries

namespace BlochWaveOperator

section Ring

variable {R : Type*} [Ring R]
```

All operators are elements of a ring `R`: they can be added, subtracted and multiplied, and need not commute. No inner product is used, so \(P\) need not be Hermitian.

```lean
/-- `W` is a wave operator for the model projector `P`: it acts only on the model-space part
of a state, and projecting its result back gives that part again. -/
def IsWaveOperator (P W : R) : Prop := W * P = W ∧ P * W = P
```

`IsWaveOperator P W` is a statement with two halves, \(WP=W\) and \(PW=P\). The second is intermediate normalisation: for a state \(c\) in the model space, the model-space part of \(Wc\) is \(c\) itself.

```lean
/-- The effective Hamiltonian `P H W` of the model space. -/
def effectiveHamiltonian (P H W : R) : R := P * H * W
```

The effective Hamiltonian is \(PHW\), which is in general not Hermitian.

## From decoupling to the Bloch equation

```lean
/-- The model projector and the wave operator are both idempotent. -/
theorem idempotent_of_isWaveOperator {P W : R} (hW : IsWaveOperator P W) :
    P * P = P ∧ W * W = W := by
  constructor
  · calc P * P = P * W * P := by rw [hW.2]
      _ = P * (W * P) := mul_assoc _ _ _
      _ = P := by rw [hW.1, hW.2]
  · calc W * W = W * P * W := by rw [hW.1]
      _ = W * (P * W) := mul_assoc _ _ _
      _ = W := by rw [hW.2, hW.1]
```

Idempotency follows from the two relations:

\[
PP=(PW)P=P(WP)=PW=P,\qquad WW=(WP)W=W(PW)=WP=W.
\]

Each `calc` block is such a chain. `hW` is the assumption that \(W\) is a wave operator, `hW.1` and `hW.2` are its halves, and `rw` substitutes an equation.

```lean
/-- If the model projector commutes with the unperturbed Hamiltonian, then
`W H0 W = W H0`. -/
theorem wave_unperturbed_wave {P W H0 : R} (hW : IsWaveOperator P W)
    (h : P * H0 = H0 * P) : W * H0 * W = W * H0 := by
  calc W * H0 * W = W * P * H0 * W := by rw [hW.1]
    _ = W * (P * H0) * W := by rw [mul_assoc W P H0]
    _ = W * H0 * (P * W) := by rw [h]; simp only [mul_assoc]
    _ = W * (H0 * P) := by rw [hW.2, mul_assoc]
    _ = W * P * H0 := by rw [← h, mul_assoc]
    _ = W * H0 := by rw [hW.1]
```

The hypothesis `h` says \(PH_0=H_0P\), as when \(H_0\) is Hermitian and \(P\) is the orthogonal projector onto the span of some of its eigenstates. Then

\[
WH_0W=WPH_0W=WH_0PW=WH_0P=WPH_0=WH_0.
\]

```lean
/-- Bloch equation: if the model projector commutes with `H0`, then the wave operator decouples the
Hamiltonian `H0 + V` exactly when its commutator with `H0` equals `V W - W V W`. -/
theorem bloch_equation {P W H0 : R} (V : R) (hW : IsWaveOperator P W)
    (h : P * H0 = H0 * P) :
    (H0 + V) * W = W * (H0 + V) * W ↔ W * H0 - H0 * W = V * W - W * V * W := by
  -- the only term that needs the projector is `W H0 W`
  rw [add_mul, mul_add, add_mul, wave_unperturbed_wave hW h,
    sub_eq_sub_iff_add_eq_add, add_comm (V * W) (H0 * W)]
  exact ⟨fun e => e.symm, fun e => e.symm⟩
```

The sign `↔` means "if and only if". On its left is decoupling, \(HW=WHW\): since \(W\) is idempotent, this says that \(H\) maps the range of \(W\) into itself. Expanding and using the previous result gives

\[
H_0W+VW=WH_0W+WVW=WH_0+WVW,
\]

and moving terms across gives the Bloch equation

\[
WH_0-H_0W=VW-WVW.
\]

Every step is reversible. The `rw` line does the expansion and rearrangement; the last line swaps the two sides of the equality.

Without \(PH_0=H_0P\) the equivalence can fail. Take

\[
P=W=\begin{pmatrix}1&0\\0&0\end{pmatrix},\quad H_0=\begin{pmatrix}0&1\\1&0\end{pmatrix},\quad V=-H_0.
\]

Decoupling holds trivially because \(H=0\), but the two sides of the Bloch equation are

\[
\begin{pmatrix}0&1\\-1&0\end{pmatrix}\neq\begin{pmatrix}0&0\\-1&0\end{pmatrix}.
\]

```lean
/-- The decoupling condition says that the wave operator intertwines the full Hamiltonian
with the effective one. -/
theorem decoupling_iff_intertwining {P W : R} (H : R) (hW : IsWaveOperator P W) :
    H * W = W * H * W ↔ H * W = W * effectiveHamiltonian P H W := by
  have e : W * effectiveHamiltonian P H W = W * H * W := by
    unfold effectiveHamiltonian
    rw [← mul_assoc, ← mul_assoc, hW.1]
  rw [e]
```

Since \(W(PHW)=(WP)HW=WHW\), decoupling can also be written \(HW=W(PHW)\).

## The hierarchy in powers of the coupling

```lean
/-- Order-by-order Bloch equation: if the model projector commutes with `H0`, then for the
perturbation `λ V` and a wave operator expanded in powers of `λ`, decoupling holds exactly when the
zeroth order commutes with `H0` and the commutator of each higher order with `H0` is the stated
expression in the lower orders. -/
theorem bloch_order_by_order {P H0 : R} (V : R) {W : PowerSeries R}
    (hW : IsWaveOperator (C P) W) (h : P * H0 = H0 * P) :
    (C H0 + X * C V) * W = W * (C H0 + X * C V) * W ↔
      coeff 0 W * H0 = H0 * coeff 0 W ∧
      ∀ n : ℕ, coeff (n + 1) W * H0 - H0 * coeff (n + 1) W =
        V * coeff n W -
          ∑ k ∈ Finset.range (n + 1), coeff k W * V * coeff (n - k) W := by
  have hC : (C P : PowerSeries R) * C H0 = C H0 * C P := by
    rw [← map_mul, ← map_mul, h]
  -- the formal parameter commutes with everything and can be pulled out
  have hX : X * C V * W - W * (X * C V) * W = X * (C V * W - W * C V * W) := by
    have hc := (PowerSeries.commute_X W).eq
    rw [mul_sub, ← mul_assoc W, hc]
    simp only [mul_assoc]
  have hA : ∀ n : ℕ, coeff n (W * C H0 - C H0 * W) =
      coeff n W * H0 - H0 * coeff n W := by
    intro n
    rw [map_sub, coeff_mul_C, coeff_C_mul]
  have hB : ∀ n : ℕ, coeff n (C V * W - W * C V * W) = V * coeff n W -
      ∑ k ∈ Finset.range (n + 1), coeff k W * V * coeff (n - k) W := by
    intro n
    rw [map_sub, coeff_C_mul, coeff_mul,
      Finset.Nat.sum_antidiagonal_eq_sum_range_succ
        (fun i j => coeff i (W * C V) * coeff j W)]
    simp only [coeff_mul_C, Nat.succ_eq_add_one]
  rw [bloch_equation (X * C V) hW hC, hX, PowerSeries.ext_iff]
  -- compare the coefficients of each power of the parameter
  constructor
  · intro e
    refine ⟨?_, fun n => ?_⟩
    · have e0 := e 0
      rw [hA, coeff_zero_X_mul] at e0
      exact sub_eq_zero.mp e0
    · have e1 := e (n + 1)
      rw [hA, coeff_succ_X_mul, hB] at e1
      exact e1
  · rintro ⟨e0, e1⟩ n
    cases n with
    | zero =>
      rw [hA, coeff_zero_X_mul]
      exact sub_eq_zero.mpr e0
    | succ n =>
      rw [hA, coeff_succ_X_mul, hB]
      exact e1 n

end Ring
```

Now the perturbation is \(\lambda V\) and \(W=\sum_n\lambda^nW_n\) is a formal power series; convergence is not addressed. In Lean, `X` is \(\lambda\), `C` makes a constant series, and `coeff n W` is \(W_n\). The Bloch equation for series reads

\[
WH_0-H_0W=\lambda(VW-WVW).
\]

Comparing coefficients gives \(W_0H_0=H_0W_0\) and, for every \(n\ge0\),

\[
W_{n+1}H_0-H_0W_{n+1}=VW_n-\sum_{k=0}^{n}W_kVW_{n-k}.
\]

In the proof, `hX` pulls out \(\lambda\), while `hA` and `hB` compute the coefficients of the two sides. With \(W_0=P\), which the theorem does not assume, this is the Rayleigh–Schrödinger hierarchy. The theorem takes \(W\) as given and does not address whether the equations can be solved for \(W_{n+1}\).

## Energies from the model space

```lean
/-- Under decoupling, a model-space vector `c` is recovered by projecting `W c`, and `W c`
satisfies the full eigenvalue equation with energy `E` exactly when `c` satisfies the
effective one with the same `E`. -/
theorem eigenvalue_equation_iff {K M : Type*} [CommRing K] [AddCommGroup M] [Module K M]
    {P H W : Module.End K M} (hW : IsWaveOperator P W) (hdec : H * W = W * H * W)
    {c : M} (hc : P c = c) (E : K) :
    P (W c) = c ∧
      (H (W c) = E • W c ↔ effectiveHamiltonian P H W c = E • c) := by
  have hPW : P (W c) = c := by
    have e : P (W c) = P c := LinearMap.congr_fun hW.2 c
    rw [e, hc]
  refine ⟨hPW, fun e => ?_, fun e => ?_⟩
  · -- project the full equation onto the model space
    change P (H (W c)) = E • c
    rw [e, map_smul, hPW]
  · -- lift the effective equation with the wave operator
    have e2 : H (W c) = W (effectiveHamiltonian P H W c) :=
      LinearMap.congr_fun ((decoupling_iff_intertwining H hW).1 hdec) c
    rw [e2, e, map_smul]
```

Here the operators are linear maps defined on all of a module `M`, for instance a complex vector space. Let \(Pc=c\). Then \(P(Wc)=Pc=c\). If \(HWc=E\,Wc\), applying \(P\) gives \(PHWc=Ec\). Conversely, if \(PHWc=Ec\), decoupling gives

\[
HWc=W(PHWc)=W(Ec)=E\,Wc.
\]

If \(c\neq0\), then \(Wc\neq0\), because \(P(Wc)=c\). Thus, given an exactly decoupling wave operator, the eigenvalues of the effective Hamiltonian on the model space are exact eigenvalues of \(H\). Some multireference methods of electronic-structure theory use effective Hamiltonians of this kind, usually with an approximate \(W\) and hence approximate energies.

## Two coupled levels

```lean
/-- The projector onto the first state of a two-level system. -/
def levelProjector : Matrix (Fin 2) (Fin 2) ℝ := !![1, 0; 0, 0]
```

The notation `!![1, 0; 0, 0]` lists a matrix by rows. This \(P\) selects the first state.

```lean
/-- The two-level operator that admixes the second state to the first with amplitude `t`. -/
def levelWave (t : ℝ) : Matrix (Fin 2) (Fin 2) ℝ := !![1, 0; t, 0]
```

This \(W\) sends \((1,0)\) to \((1,t)\), with real amplitude \(t\).

```lean
/-- For two levels `a` and `b` with coupling `v`, the Bloch equation is one quadratic equation
for the amplitude `t`. -/
theorem two_level_bloch_iff (a b v t : ℝ) :
    levelWave t * !![a, 0; 0, b] - !![a, 0; 0, b] * levelWave t =
        !![0, v; v, 0] * levelWave t - levelWave t * !![0, v; v, 0] * levelWave t ↔
      t * (a - b) = v - v * t ^ 2 := by
  have hL : levelWave t * !![a, 0; 0, b] - !![a, 0; 0, b] * levelWave t =
      !![0, 0; t * (a - b), 0] := by
    ext i j
    fin_cases i <;> fin_cases j <;> simp [levelWave]
    ring
  have hR : !![0, v; v, 0] * levelWave t - levelWave t * !![0, v; v, 0] * levelWave t =
      !![0, 0; v - v * t ^ 2, 0] := by
    ext i j
    fin_cases i <;> fin_cases j <;> simp [levelWave]
    ring
  rw [hL, hR]
  constructor
  · intro e
    have e1 := congrFun (congrFun e 1) 0
    exact e1
  · intro e
    rw [e]
```

For level energies \(a,b\) and real coupling \(v\), only the lower-left entries of the two sides can be non-zero. They are \(t(a-b)\) and \(v-vt^2\), so the matrix equation is

\[
t(a-b)=v-vt^2.
\]

`hL` and `hR` compute the two sides entry by entry.

```lean
/-- Levels 0 and 3 with coupling 2 and amplitude `-1/2` satisfy the wave-operator relations,
the commutation of `P` with `H0`, and the decoupling condition. -/
theorem bloch_equation_witness :
    IsWaveOperator levelProjector (levelWave (-1 / 2)) ∧
    levelProjector * !![0, 0; 0, 3] = !![0, 0; 0, 3] * levelProjector ∧
    (!![0, 0; 0, 3] + !![0, 2; 2, 0]) * levelWave (-1 / 2) =
      levelWave (-1 / 2) * (!![0, 0; 0, 3] + !![0, 2; 2, 0]) * levelWave (-1 / 2) := by
  have hW : IsWaveOperator levelProjector (levelWave (-1 / 2)) := by
    constructor <;> ext i j <;> fin_cases i <;> fin_cases j <;>
      simp [levelProjector, levelWave, Matrix.mul_apply, Fin.sum_univ_succ]
  have hP : levelProjector * !![0, 0; 0, 3] = !![0, 0; 0, 3] * levelProjector := by
    ext i j
    fin_cases i <;> fin_cases j <;>
      simp [levelProjector, Matrix.mul_apply, Fin.sum_univ_succ]
  refine ⟨hW, hP, (bloch_equation _ hW hP).2 ?_⟩
  exact (two_level_bloch_iff 0 3 2 (-1 / 2)).2 (by norm_num)

end BlochWaveOperator
```

With \(a=0\), \(b=3\), \(v=2\) and \(t=-\tfrac12\), both sides of the quadratic equal \(\tfrac32\). The proof checks the hypotheses, then obtains decoupling from `bloch_equation`. Multiplying out, the effective energy is \(a+vt=-1\), and a corresponding normalised eigenvector of \(H\) is \((2,-1)/\sqrt5\).

```lean
#print axioms BlochWaveOperator.idempotent_of_isWaveOperator
#print axioms BlochWaveOperator.bloch_equation
#print axioms BlochWaveOperator.bloch_order_by_order
#print axioms BlochWaveOperator.eigenvalue_equation_iff
```

```
'BlochWaveOperator.idempotent_of_isWaveOperator' does not depend on any axioms
'BlochWaveOperator.bloch_equation' depends on axioms: [propext]
'BlochWaveOperator.bloch_order_by_order' depends on axioms: [propext, Classical.choice, Quot.sound]
'BlochWaveOperator.eigenvalue_equation_iff' depends on axioms: [propext, Quot.sound]
```
